# For x > 0 the Boys function F₀(−x) equals exp(x) D(√x)/√x, and x exp(−x) F₀(−x) → 1/2 as x → ∞

The Boys function of order zero is defined here by its integral over the unit interval,

F₀(T) = ∫₀¹ exp(−T t²) dt,

for every real T. The familiar closed form with the error function contains √T and so is a real formula only for T > 0, whereas the integral has a continuous integrand whatever the sign of T. The Dawson function D is defined separately, by an integral of its own, so the relation between the two functions has to be proved.

Coulomb integrals over real Gaussians lead to T ≥ 0. Multiplying a Gaussian by a plane wave moves its centre to a complex position. T is then complex in general, and it is real and negative when, for example, the nucleus sits at the centre of the original Gaussian. For electronic structure work with such mixed functions, the results below cover the real negative arguments of F₀, at order zero only: an expression through a bounded function, and the growth at large |T|. Higher orders Fₙ, general complex T and floating-point evaluation are left aside.

```lean
import Mathlib

open Real Filter Topology

namespace BoysDawson

noncomputable section
```

## Two functions given by integrals

In Lean, `boysZero T` is F₀(T). The argument T has type `ℝ` with no sign condition, and F₀(−x) is written `boysZero (-x)`.

```lean
/-- The Boys function of order zero, `F₀(T) = ∫₀¹ exp(-T t²) dt`, for any real `T`. -/
def boysZero (T : ℝ) : ℝ := ∫ t in (0 : ℝ)..1, exp (-T * t ^ 2)
```

The Dawson function is

D(y) = exp(−y²) ∫₀^y exp(s²) ds.

The expression `-y ^ 2` means −(y²), as in ordinary notation. The integral is oriented: for negative y it is minus the integral from y to 0, which makes D an odd function.

```lean
/-- The Dawson function `D(y) = exp(-y²) ∫₀^y exp(s²) ds`. -/
def dawson (y : ℝ) : ℝ := exp (-y ^ 2) * ∫ s in (0 : ℝ)..y, exp (s ^ 2)
```

## Rescaling the Dawson integral to the unit interval

Substitute s = y t, so that ds = y dt and t runs from 0 to 1:

∫₀^y exp(s²) ds = y ∫₀¹ exp(y² t²) dt = y F₀(−y²).

Multiplying by exp(−y²) gives

D(y) = y exp(−y²) F₀(−y²).

This holds for every real y. At y = 0 both sides vanish, and for y < 0 the oriented integral supplies the correct sign.

In the proof, `h` is the substitution rule, which needs no assumption that y is nonzero. The equation `e` rewrites the integrand of F₀(−y²) as exp((y t)²), and `ring` then rearranges the factors.

```lean
/-- For every real `y`, the Dawson function is `D(y) = y exp(-y²) F₀(-y²)`. -/
theorem dawson_eq_boysZero (y : ℝ) :
    dawson y = y * exp (-y ^ 2) * boysZero (-y ^ 2) := by
  -- substitute s = y t
  have h := intervalIntegral.smul_integral_comp_mul_left (a := 0) (b := 1)
    (fun s : ℝ => exp (s ^ 2)) y
  simp only [smul_eq_mul, mul_zero, mul_one] at h
  have e : (fun t : ℝ => exp (-(-y ^ 2) * t ^ 2)) = fun t => exp ((y * t) ^ 2) := by
    funext t
    congr 1
    ring
  unfold dawson boysZero
  rw [e, ← h]
  ring
```

## The Boys function at a negative argument

Let x > 0 and set y = √x, so that y² = x. The previous identity reads

D(√x) = √x exp(−x) F₀(−x).

Multiply by exp(x), use exp(x) exp(−x) = 1, and divide by √x:

F₀(−x) = exp(x) D(√x)/√x.

The hypothesis `hx : 0 < x` rules out x = 0 in particular. There F₀(0) = 1, while the right-hand side is 0/0, which Lean evaluates as 0.

The proof rewrites D by the preceding theorem and clears the denominator √x, which is nonzero. What remains is an algebraic identity that depends on exp(x) exp(−x) = 1, recorded as `hE`. The tactic `linear_combination` closes it by checking that the difference of the two sides is the stated multiple of `hE`. The same tactic finishes most of the algebra below.

```lean
/-- The Boys function at a negative argument: `F₀(-x) = exp(x) D(√x) / √x` for `x > 0`. -/
theorem boysZero_neg_eq_dawson {x : ℝ} (hx : 0 < x) :
    boysZero (-x) = exp x * dawson (√x) / √x := by
  have hE : exp x * exp (-x) = 1 := by rw [← exp_add, add_neg_cancel, exp_zero]
  rw [dawson_eq_boysZero, Real.sq_sqrt hx.le, eq_div_iff (Real.sqrt_pos.2 hx).ne']
  linear_combination (-(√x * boysZero (-x))) * hE
```

## The differential equation of the Dawson function

Differentiate D as a product. The first factor has derivative −2y exp(−y²), and the integral has derivative exp(y²) by the fundamental theorem of calculus. Therefore

D′(y) = −2y exp(−y²) ∫₀^y exp(s²) ds + exp(−y²) exp(y²) = 1 − 2y D(y).

`HasDerivAt dawson (1 - 2 * y * dawson y) y` says that D is differentiable at y and that its derivative there has this value. In the proof `h1` differentiates the integral, `h2` differentiates the Gaussian factor, and the product rule combines them. The limit derived below does not use this equation.

```lean
/-- The Dawson function satisfies the differential equation `D'(y) = 1 - 2 y D(y)`. -/
theorem hasDerivAt_dawson (y : ℝ) : HasDerivAt dawson (1 - 2 * y * dawson y) y := by
  have hc : Continuous fun s : ℝ => exp (s ^ 2) := by fun_prop
  have h1 : HasDerivAt (fun u : ℝ => ∫ s in (0 : ℝ)..u, exp (s ^ 2)) (exp (y ^ 2)) y :=
    (hc.integral_hasStrictDerivAt 0 y).hasDerivAt
  have hp : HasDerivAt (fun u : ℝ => u ^ 2) (2 * y) y := by
    simpa using hasDerivAt_pow 2 y
  have h2 : HasDerivAt (fun u : ℝ => exp (-u ^ 2)) (exp (-y ^ 2) * (-(2 * y))) y :=
    hp.fun_neg.exp
  have hE : exp (-y ^ 2) * exp (y ^ 2) = 1 := by
    rw [← exp_add, neg_add_cancel, exp_zero]
  refine (h2.fun_mul h1).congr_deriv ?_
  unfold dawson
  linear_combination hE
```

## Two integrals with elementary antiderivatives

To estimate F₀(−x) for large x, compare its integrand exp(x t²) with functions that can be integrated in closed form. Most of the weight then lies near t = 1, where an extra factor t changes little. With that factor the integrand is a derivative:

d/dt [exp(x t²)/(2x)] = t exp(x t²),

and hence, for x ≠ 0,

∫₀¹ t exp(x t²) dt = (exp(x) − 1)/(2x).

In Lean, `hd` is the derivative of the antiderivative, `hc` is the continuity that makes the integrand integrable, and `h` is the fundamental theorem applied between 0 and 1.

```lean
/-- For `x ≠ 0`, `∫₀¹ t exp(x t²) dt = (exp(x) - 1) / (2x)`. -/
theorem integral_mul_exp_sq {x : ℝ} (hx : x ≠ 0) :
    ∫ t in (0 : ℝ)..1, t * exp (x * t ^ 2) = (exp x - 1) / (2 * x) := by
  have hr : x * x⁻¹ = 1 := mul_inv_cancel₀ hx
  have hd : ∀ t : ℝ, HasDerivAt (fun u : ℝ => exp (x * u ^ 2) / (2 * x))
      (t * exp (x * t ^ 2)) t := by
    intro t
    have hp : HasDerivAt (fun u : ℝ => u ^ 2) (2 * t) t := by
      simpa using hasDerivAt_pow 2 t
    refine ((hp.const_mul x).exp.div_const (2 * x)).congr_deriv ?_
    linear_combination (t * exp (x * t ^ 2)) * hr
  have hc : Continuous fun t : ℝ => t * exp (x * t ^ 2) := by fun_prop
  have h := intervalIntegral.integral_eq_sub_of_hasDerivAt (fun t _ => hd t)
    (hc.intervalIntegrable 0 1)
  simp only [one_pow, mul_one, ne_eq, OfNat.ofNat_ne_zero, not_false_eq_true, zero_pow,
    mul_zero, exp_zero] at h
  rw [h]
  ring
```

The second integral will control the part that the factor t leaves out. Take

G(t) = (1 − t) exp(x t)/x + exp(x t)/x².

Its derivative is

G′(t) = −exp(x t)/x + (1 − t) exp(x t) + exp(x t)/x = (1 − t) exp(x t).

The end values are G(1) = exp(x)/x² and G(0) = 1/x + 1/x², so

∫₀¹ (1 − t) exp(x t) dt = (exp(x) − 1 − x)/x².

The proof has the same structure as the previous one, with `hl` and `h1` giving the derivatives of exp(x t) and 1 − t.

```lean
/-- For `x ≠ 0`, `∫₀¹ (1 - t) exp(x t) dt = (exp(x) - 1 - x) / x²`. -/
theorem integral_one_sub_mul_exp {x : ℝ} (hx : x ≠ 0) :
    ∫ t in (0 : ℝ)..1, (1 - t) * exp (x * t) = (exp x - 1 - x) / x ^ 2 := by
  have hr : x * x⁻¹ = 1 := mul_inv_cancel₀ hx
  have hd : ∀ t : ℝ, HasDerivAt
      (fun u : ℝ => (1 - u) * exp (x * u) / x + exp (x * u) / x ^ 2)
      ((1 - t) * exp (x * t)) t := by
    intro t
    have hl : HasDerivAt (fun u : ℝ => exp (x * u)) (exp (x * t) * x) t :=
      ((hasDerivAt_id' t).const_mul x).exp.congr_deriv (by ring)
    have h1 : HasDerivAt (fun u : ℝ => 1 - u) (-1) t := (hasDerivAt_id' t).const_sub 1
    refine (((h1.fun_mul hl).div_const x).fun_add (hl.div_const (x ^ 2))).congr_deriv ?_
    linear_combination ((1 - t) * exp (x * t) + exp (x * t) * x⁻¹) * hr
  have hc : Continuous fun t : ℝ => (1 - t) * exp (x * t) := by fun_prop
  have h := intervalIntegral.integral_eq_sub_of_hasDerivAt (fun t _ => hd t)
    (hc.intervalIntegrable 0 1)
  simp only [mul_one, mul_zero, exp_zero] at h
  rw [h]
  linear_combination x⁻¹ * hr
```

## Bounds on F₀(−x) from both sides

Let x > 0 and 0 ≤ t ≤ 1. Since t ≤ 1 and the exponential is positive,

t exp(x t²) ≤ exp(x t²).

For the upper bound, split 1 = t + (1 − t). In the second part use t² ≤ t, which gives exp(x t²) ≤ exp(x t):

exp(x t²) = t exp(x t²) + (1 − t) exp(x t²) ≤ t exp(x t²) + (1 − t) exp(x t).

Integrating over [0, 1] and inserting the two values found above yields

(exp(x) − 1)/(2x) ≤ F₀(−x) ≤ (exp(x) − 1)/(2x) + (exp(x) − 1 − x)/x².

The theorem states the two inequalities joined by `∧`. Its proof first replaces the closed forms by the integrals they came from, so that each bound compares two integrals over the same interval. The lemma `integral_mono_on` then reduces each comparison to a pointwise inequality. For the upper bound this is `key`, whose inner step `h` obtains x t² ≤ x t from x t (1 − t) ≥ 0.

```lean
/-- For `x > 0`, `F₀(-x)` lies between `(exp(x) - 1)/(2x)` and the same expression
plus `(exp(x) - 1 - x)/x²`. -/
theorem boysZero_neg_bounds {x : ℝ} (hx : 0 < x) :
    (exp x - 1) / (2 * x) ≤ boysZero (-x) ∧
      boysZero (-x) ≤ (exp x - 1) / (2 * x) + (exp x - 1 - x) / x ^ 2 := by
  have hB : boysZero (-x) = ∫ t in (0 : ℝ)..1, exp (x * t ^ 2) := by
    simp only [boysZero, neg_neg]
  have c0 : Continuous fun t : ℝ => exp (x * t ^ 2) := by fun_prop
  have c1 : Continuous fun t : ℝ => t * exp (x * t ^ 2) := by fun_prop
  have c2 : Continuous fun t : ℝ => (1 - t) * exp (x * t) := by fun_prop
  rw [hB, ← integral_mul_exp_sq hx.ne', ← integral_one_sub_mul_exp hx.ne']
  constructor
  · exact intervalIntegral.integral_mono_on zero_le_one (c1.intervalIntegrable 0 1)
      (c0.intervalIntegrable 0 1)
      (fun t ht => mul_le_of_le_one_left (exp_pos _).le ht.2)
  · rw [← intervalIntegral.integral_add (c1.intervalIntegrable 0 1)
      (c2.intervalIntegrable 0 1)]
    -- split 1 = t + (1 - t) and use t² ≤ t in the second part
    have key : ∀ t ∈ Set.Icc (0 : ℝ) 1,
        exp (x * t ^ 2) ≤ t * exp (x * t ^ 2) + (1 - t) * exp (x * t) := by
      intro t ht
      have h : exp (x * t ^ 2) ≤ exp (x * t) := exp_le_exp.2 (by
        nlinarith [mul_nonneg hx.le (mul_nonneg ht.1 (sub_nonneg.2 ht.2))])
      nlinarith [mul_le_mul_of_nonneg_left h (sub_nonneg.2 ht.2)]
    exact intervalIntegral.integral_mono_on zero_le_one (c0.intervalIntegrable 0 1)
      ((c1.add c2).intervalIntegrable 0 1) key
```

## Removing the exponential growth

Multiply the bounds by x exp(−x), which is positive. The lower one becomes

x exp(−x) · (exp(x) − 1)/(2x) = (1 − exp(−x))/2.

The upper one becomes

(1 − exp(−x))/2 + (1 − exp(−x) − x exp(−x))/x = 1/2 + 1/x − exp(−x)(3/2 + 1/x).

The last term is subtracted and positive, so omitting it can only enlarge the bound. For every x > 0,

(1 − exp(−x))/2 ≤ x exp(−x) F₀(−x) ≤ 1/2 + 1/x.

This estimate is explicit at finite x. At x = 100, for example, it places the scaled function between 0.5 − exp(−100)/2 and 0.51.

The two `calc` blocks follow these lines. Each multiplies a bound from the preceding theorem by the nonnegative factor `hp` and simplifies it with x · x⁻¹ = 1 and exp(−x) exp(x) = 1. In the second block, `hq` is the sign of the omitted term.

```lean
/-- For `x > 0`, the scaled Boys function `x exp(-x) F₀(-x)` lies between
`(1 - exp(-x))/2` and `1/2 + 1/x`. -/
theorem scaled_boysZero_bounds {x : ℝ} (hx : 0 < x) :
    (1 - exp (-x)) / 2 ≤ x * exp (-x) * boysZero (-x) ∧
      x * exp (-x) * boysZero (-x) ≤ 1 / 2 + 1 / x := by
  obtain ⟨hl, hu⟩ := boysZero_neg_bounds hx
  have hr : x * x⁻¹ = 1 := mul_inv_cancel₀ hx.ne'
  have hE : exp (-x) * exp x = 1 := by rw [← exp_add, neg_add_cancel, exp_zero]
  have hp : 0 ≤ x * exp (-x) := by positivity
  constructor
  · calc (1 - exp (-x)) / 2 = x * exp (-x) * ((exp x - 1) / (2 * x)) := by
          linear_combination (-(exp (-x) * (exp x - 1) / 2)) * hr - (1 / 2) * hE
      _ ≤ _ := mul_le_mul_of_nonneg_left hl hp
  · have hq : 0 ≤ exp (-x) * (3 / 2 + 1 / x) := by positivity
    calc x * exp (-x) * boysZero (-x)
        ≤ x * exp (-x) * ((exp x - 1) / (2 * x) + (exp x - 1 - x) / x ^ 2) :=
          mul_le_mul_of_nonneg_left hu hp
      _ = 1 / 2 + 1 / x - exp (-x) * (3 / 2 + 1 / x) := by
          linear_combination (exp (-x) * (exp x - 1) / 2
            + x⁻¹ * exp (-x) * (exp x - 1 - x) - exp (-x)) * hr + (1 / 2 + x⁻¹) * hE
      _ ≤ 1 / 2 + 1 / x := sub_le_self _ hq
```

## The limit 1/2

As x → ∞, exp(−x) and 1/x both tend to 0. The lower and upper bounds therefore both tend to 1/2, and the function between them must do the same:

x exp(−x) F₀(−x) → 1/2.

Equivalently, F₀(−x) grows as exp(x)/(2x), in the sense that the ratio of the two tends to 1.

In the statement, `atTop` stands for x → ∞ and `𝓝 (1 / 2)` for the neighbourhoods of 1/2. The limits of the two bounds are `hlow` and `hup`. The bounds hold only for x > 0, so the proof uses the form of the squeeze theorem that asks for the inequalities at all sufficiently large x; `eventually_gt_atTop 0` supplies that condition.

```lean
/-- The scaled Boys function `x exp(-x) F₀(-x)` tends to `1/2` as `x → ∞`. -/
theorem tendsto_scaled_boysZero :
    Tendsto (fun x : ℝ => x * exp (-x) * boysZero (-x)) atTop (𝓝 (1 / 2)) := by
  have hlow : Tendsto (fun x : ℝ => (1 - exp (-x)) / 2) atTop (𝓝 (1 / 2)) := by
    simpa using (Real.tendsto_exp_neg_atTop_nhds_zero.const_sub 1).div_const 2
  have hup : Tendsto (fun x : ℝ => 1 / 2 + 1 / x) atTop (𝓝 (1 / 2)) := by
    have h : Tendsto (fun x : ℝ => (1 / 2 : ℝ) + x⁻¹) atTop (𝓝 ((1 / 2 : ℝ) + 0)) :=
      tendsto_inv_atTop_zero.const_add (1 / 2 : ℝ)
    simpa only [one_div, add_zero] using h
  exact tendsto_of_tendsto_of_tendsto_of_le_of_le' hlow hup
    ((eventually_gt_atTop 0).mono fun x hx => (scaled_boysZero_bounds hx).1)
    ((eventually_gt_atTop 0).mono fun x hx => (scaled_boysZero_bounds hx).2)
```

This limit has a simple physical reading. Let p > 0 be a Gaussian exponent, **k** a nonzero wave vector of length k, and r the length of the position vector **r**. Ordinary integration, which is not part of the Lean file, gives for a nucleus at the centre of the Gaussian

∫ exp(−p r²) exp(i **k**·**r**)/r d³r = (2π/p) exp(−x) F₀(−x), with x = k²/(4p).

Since p x = k²/4, the right-hand side is (8π/k²) · x exp(−x) F₀(−x). When the Gaussian becomes very broad, p → 0 at fixed k, x tends to infinity and the integral tends to 4π/k², the Fourier transform of the bare Coulomb potential.

## The tail of the Dawson function

The same limit can be expressed through D. Multiplying the first identity by y gives

y D(y) = y² exp(−y²) F₀(−y²),

which is the scaled Boys function at x = y². As y → ∞, so does y², and therefore

y D(y) → 1/2.

The Dawson function thus decays as 1/(2y). In F₀(−x) = exp(x) D(√x)/√x, all the exponential growth sits in the explicit factor exp(x), and a program that needs only exp(−x) F₀(−x) at real x > 0 can compute D(√x)/√x without forming a large exponential, for instance from D(y) = ∫₀^y exp(s² − y²) ds, whose integrand is at most 1 for y > 0.

In the proof, `hsq` says that y² tends to infinity, `comp` inserts y² into the preceding limit, and `congr` replaces the resulting function by y D(y), using the identity valid for every real y.

```lean
/-- The product `y D(y)` tends to `1/2` as `y → ∞`. -/
theorem tendsto_mul_dawson :
    Tendsto (fun y : ℝ => y * dawson y) atTop (𝓝 (1 / 2)) := by
  have hsq : Tendsto (fun y : ℝ => y ^ 2) atTop atTop := tendsto_pow_atTop two_ne_zero
  refine (tendsto_scaled_boysZero.comp hsq).congr fun y => ?_
  rw [dawson_eq_boysZero, Function.comp_apply]
  ring

end

end BoysDawson
```

```lean
#print axioms BoysDawson.boysZero_neg_eq_dawson
#print axioms BoysDawson.hasDerivAt_dawson
#print axioms BoysDawson.tendsto_scaled_boysZero
#print axioms BoysDawson.tendsto_mul_dawson
```

```
'BoysDawson.boysZero_neg_eq_dawson' depends on axioms: [propext, Classical.choice, Quot.sound]
'BoysDawson.hasDerivAt_dawson' depends on axioms: [propext, Classical.choice, Quot.sound]
'BoysDawson.tendsto_scaled_boysZero' depends on axioms: [propext, Classical.choice, Quot.sound]
'BoysDawson.tendsto_mul_dawson' depends on axioms: [propext, Classical.choice, Quot.sound]
```
